# The Hückel π energy falls when two even polyenes become a more unequal pair of even chains with the same total number of atoms

Two butadienes have the same number of atoms and of carbon–carbon bonds as one ethylene and one hexatriene. Their Hückel π energies, measured from α in units of |β|, still differ:

E(2) + E(6) = −2 − 6.988 = −8.988
2E(4) = −8.944

The energy of a chain is not linear in its length N: it is strictly concave along the even chains, so the unequal pair lies lower.

## Equal couplings and levels 1 ≤ k ≤ N

The definitions assume independent electrons, one α for all atoms and one β < 0 for all neighbouring pairs. Bond alternation and electron repulsion are absent.

In Lean 4 with Mathlib:

```lean
import Mathlib

open Real

namespace PolyeneDisproportionation

noncomputable section

/-- Hückel level `k`, for `1 ≤ k ≤ N`, of a linear chain of `N` atoms, measured from `α` in units of
`|β|`. -/
def level (N k : ℕ) : ℝ := -2 * cos (π * k / (N + 1))
```

Atom r has amplitude sin(πkr/(N+1)), or √(2/(N+1)) times that when normalised.

```lean
/-- Unnormalised amplitude of orbital `k`, for `1 ≤ k ≤ N`, on atom `r` of a chain of `N` atoms. -/
def orbital (N k r : ℕ) : ℝ := sin (π * k / (N + 1) * r)
```

The levels rise with k, so `piEnergy` fills the lowest N/2.

```lean
/-- Pi energy of a polyene with an even number `N` of atoms: two electrons in each of the
levels `k = 1, ..., N/2`. -/
def piEnergy (N : ℕ) : ℝ := 2 * ∑ k ∈ Finset.Icc 1 (N / 2), level N k
```

Write f(x) = 1/sin(π/(2x)) for the function that will carry the length dependence.

```lean
/-- The function `1 / sin (π / (2x))` of a real variable `x ≥ 1`; a chain of `N` atoms has
`x = N + 1`. -/
def chainCosecant (x : ℝ) : ℝ := 1 / sin (π / (2 * x))
```

With θ = πk/(N+1), the secular equations follow from

sin(rθ) + sin((r+2)θ) = 2 cos θ sin((r+1)θ).

The amplitude vanishes at sites 0 and N+1, which imposes the chain ends. The condition 1 ≤ k ≤ N puts θ strictly between 0 and π, so the first amplitude is positive; at k = 0 the orbital would vanish everywhere. The proof uses the condition at just that point, then expands the sines about the middle atom.

```lean
/-- For `1 ≤ k ≤ N` the orbital is nonzero on the first atom, vanishes at the sites just
beyond both ends, and solves the Hückel secular equations with energy `level N k`. -/
theorem secular_equations {N k : ℕ} (hk : 1 ≤ k) (hkN : k ≤ N) :
    0 < orbital N k 1 ∧ orbital N k 0 = 0 ∧ orbital N k (N + 1) = 0 ∧
      ∀ r, -(orbital N k r + orbital N k (r + 2)) = level N k * orbital N k (r + 1) := by
  have hk' : (0 : ℝ) < k := by exact_mod_cast hk
  have hkN' : (k : ℝ) ≤ N := by exact_mod_cast hkN
  have hN : (0 : ℝ) < (N : ℝ) + 1 := by positivity
  refine ⟨?_, by simp [orbital], ?_, fun r => ?_⟩
  · unfold orbital
    rw [Nat.cast_one, mul_one]
    apply sin_pos_of_pos_of_lt_pi (by positivity)
    rw [div_lt_iff₀ hN]
    nlinarith [pi_pos]
  · unfold orbital
    rw [Nat.cast_add, Nat.cast_one, div_mul_cancel₀ _ hN.ne', mul_comm]
    exact sin_nat_mul_pi k
  · unfold orbital level
    generalize π * (k : ℝ) / ((N : ℝ) + 1) = t
    have h1 : t * (r : ℝ) = t * ((r + 1 : ℕ) : ℝ) - t := by push_cast; ring
    have h2 : t * ((r + 2 : ℕ) : ℝ) = t * ((r + 1 : ℕ) : ℝ) + t := by push_cast; ring
    rw [h1, h2, sin_sub, sin_add]
    ring
```

## Even N: every occupied level holds a pair

Evenness describes a closed shell. By hand, each term of the energy sum telescopes:

2 sin h cos(2hk) = sin((2k+1)h) − sin((2k−1)h).

Summing over k = 1..m gives sin((2m+1)h) − sin h, which `sum_cos` proves by induction.

```lean
/-- Telescoping sum of equally spaced cosines. -/
theorem sum_cos (h : ℝ) (m : ℕ) :
    2 * sin h * ∑ k ∈ Finset.Icc 1 m, cos (2 * h * k) = sin ((2 * m + 1) * h) - sin h := by
  induction m with
  | zero => simp
  | succ m ih =>
    rw [Finset.sum_Icc_succ_top (by omega), mul_add, ih]
    have h1 : (2 * (m : ℝ) + 1) * h = 2 * h * ((m + 1 : ℕ) : ℝ) - h := by push_cast; ring
    have h2 : (2 * ((m + 1 : ℕ) : ℝ) + 1) * h = 2 * h * ((m + 1 : ℕ) : ℝ) + h := by ring
    rw [h1, h2, sin_sub, sin_add]
    ring
```

Two lemmas record that π/(2x) decreases with x and has positive sine for x ≥ 1.

```lean
/-- The angle `π / (2x)` decreases strictly as `x > 0` grows. -/
theorem angle_lt {x y : ℝ} (hx : 0 < x) (hxy : x < y) : π / (2 * y) < π / (2 * x) :=
  div_lt_div_of_pos_left pi_pos (by positivity) (by linarith)

/-- For `x ≥ 1` the angle `π / (2x)` lies in `(0, π/2]` and has positive sine. -/
theorem angle_bounds {x : ℝ} (hx : 1 ≤ x) :
    0 < π / (2 * x) ∧ π / (2 * x) ≤ π / 2 ∧ 0 < sin (π / (2 * x)) := by
  have hx0 : 0 < x := by linarith
  have h0 : 0 < π / (2 * x) := by positivity
  have h1 : π / (2 * x) ≤ π / 2 := by
    rw [div_le_div_iff₀ (by positivity) (by positivity)]
    nlinarith [mul_le_mul_of_nonneg_left hx pi_pos.le]
  exact ⟨h0, h1, sin_pos_of_pos_of_lt_pi h0 (by linarith [pi_pos])⟩
```

For N = 2m and h = π/(2(N+1)), evenness makes (2m+1)h equal to π/2. The sum of cosines is then (1 − sin h)/(2 sin h), and multiplying by −4 gives

E(N) = 2 − 2/sin h = 2 − 2f(N+1).

In the proof, `hend` is the step that uses evenness, and the last `linear_combination` solves for the energy.

```lean
/-- Closed form of the pi energy of a chain with an even number of atoms. -/
theorem piEnergy_eq {N : ℕ} (hN : Even N) : piEnergy N = 2 - 2 * chainCosecant (N + 1) := by
  obtain ⟨m, rfl⟩ := hN
  have hc : ((m + m : ℕ) : ℝ) = 2 * m := by push_cast; ring
  have hdiv : (m + m) / 2 = m := by omega
  obtain ⟨h, hh⟩ : ∃ h : ℝ, h = π / (2 * (2 * m + 1)) := ⟨_, rfl⟩
  have hmul : h * (2 * (2 * m + 1)) = π := by
    rw [hh]; exact div_mul_cancel₀ _ (by positivity)
  have hs : 0 < sin h := by
    rw [hh]
    exact (angle_bounds (by linarith [Nat.cast_nonneg (α := ℝ) m])).2.2
  have hl : ∀ k : ℕ, level (m + m) k = -2 * cos (2 * h * k) := by
    intro k
    have e : π * (k : ℝ) / (2 * m + 1) = 2 * h * k := by
      rw [div_eq_iff (by positivity)]
      linear_combination (-(k : ℝ)) * hmul
    unfold level
    rw [hc, e]
  have key := sum_cos h m
  have hend : (2 * (m : ℝ) + 1) * h = π / 2 := by linear_combination hmul / 2
  rw [hend, sin_pi_div_two] at key
  have hinv : sin h * (1 / sin h) = 1 := mul_one_div_cancel hs.ne'
  unfold piEnergy chainCosecant
  rw [hdiv, hc, ← hh]
  simp only [hl]
  rw [← Finset.mul_sum]
  linear_combination (-2 * (1 / sin h)) * key +
    (4 * (∑ k ∈ Finset.Icc 1 m, cos (2 * h * k)) + 2) * hinv
```

Without evenness of A the main inequality can fail, even with B and C even. Take A = 1, B = C = 2, D = 3: the products have energy −2.828, the two ethylenes −4.

## x = N + 1 ≥ 1: convexity down to the empty chain

Since x stands for N+1, this range includes N = 0. Put u = π/(2x), so that du/dx = −(2/π)u². Then

f′(x) = (2/π) g(u), g(u) = u² cos u/sin² u,
g′(u) = u[2 sin u cos u − u(1 + cos² u)]/sin³ u.

For 0 < u < π/2,

2 sin u cos u ≤ sin u (1 + cos² u) < u(1 + cos² u),

so g′ < 0. The final `nlinarith` receives these two inequalities as products.

```lean
/-- The function `u² cos u / sin² u` decreases strictly between `0` and `π/2`. -/
theorem slope_strictAnti :
    StrictAntiOn (fun u : ℝ => u * u * cos u / (sin u * sin u)) (Set.Ioo 0 (π / 2)) := by
  have hs : ∀ u ∈ Set.Ioo 0 (π / 2), 0 < sin u := fun u hu =>
    sin_pos_of_pos_of_lt_pi hu.1 (by linarith [hu.2, pi_pos])
  have hd : ∀ u ∈ Set.Ioo 0 (π / 2),
      HasDerivAt (fun u : ℝ => u * u * cos u / (sin u * sin u))
        (u * (2 * sin u * cos u - u * (1 + cos u ^ 2)) / sin u ^ 3) u := by
    intro u hu
    have h0 := hs u hu
    refine ((((hasDerivAt_id' u).fun_mul (hasDerivAt_id' u)).fun_mul
      (hasDerivAt_cos u)).fun_div ((hasDerivAt_sin u).fun_mul (hasDerivAt_sin u))
      (mul_pos h0 h0).ne').congr_deriv ?_
    rw [div_eq_div_iff (by positivity) (by positivity)]
    linear_combination (-(u ^ 2 * sin u ^ 4)) * sin_sq_add_cos_sq u
  refine strictAntiOn_of_deriv_neg (convex_Ioo _ _)
    (fun u hu => (hd u hu).continuousAt.continuousWithinAt) (fun u hu => ?_)
  rw [interior_Ioo] at hu
  have h0 := hs u hu
  rw [(hd u hu).deriv]
  refine div_neg_of_neg_of_pos (mul_neg_of_pos_of_neg hu.1 ?_) (by positivity)
  -- 2 sin u cos u ≤ sin u (1 + cos² u) < u (1 + cos² u)
  have hc : 0 < 1 + cos u ^ 2 := by positivity
  nlinarith [mul_nonneg h0.le (sq_nonneg (1 - cos u)), mul_pos (sub_pos.2 (sin_lt hu.1)) hc]
```

As x grows, u falls and f′ rises, so f is strictly convex. The bound x ≥ 1 keeps u within (0, π/2]; at x = 1/2 the sine would vanish.

```lean
/-- The function `1 / sin (π / (2x))` is strictly convex on `x ≥ 1`. -/
theorem chainCosecant_strictConvex : StrictConvexOn ℝ (Set.Ici 1) chainCosecant := by
  have hd : ∀ x : ℝ, 1 ≤ x → HasDerivAt chainCosecant (2 / π * (π / (2 * x) * (π / (2 * x)) *
      cos (π / (2 * x)) / (sin (π / (2 * x)) * sin (π / (2 * x))))) x := by
    intro x hx
    have hx0 : x ≠ 0 := by linarith
    have hs := (angle_bounds hx).2.2.ne'
    have hu := (hasDerivAt_const x π).fun_div ((hasDerivAt_id' x).const_mul 2)
      (mul_ne_zero two_ne_zero hx0)
    refine ((hasDerivAt_const x (1 : ℝ)).fun_div hu.sin hs).congr_deriv ?_
    generalize sin (π / (2 * x)) = s at hs ⊢
    generalize cos (π / (2 * x)) = c
    have hp := pi_ne_zero
    field_simp
    ring
  refine StrictMonoOn.strictConvexOn_of_deriv (convex_Ici 1)
    (fun x hx => (hd x hx).continuousAt.continuousWithinAt) ?_
  rw [interior_Ici]
  have hm : ∀ x : ℝ, 1 < x → π / (2 * x) ∈ Set.Ioo 0 (π / 2) := by
    intro x hx
    have h := angle_lt one_pos hx
    rw [mul_one] at h
    exact ⟨(angle_bounds hx.le).1, h⟩
  intro x hx y hy hxy
  have hx1 : 1 < x := hx
  have hy1 : 1 < y := hy
  rw [(hd x hx1.le).deriv, (hd y hy1.le).deriv]
  exact mul_lt_mul_of_pos_left
    (slope_strictAnti (hm y hy1) (hm x hx1) (angle_lt (by linarith) hxy)) (by positivity)
```

## A + D = B + C and A < B < D: balanced atoms, wider spread

The equation conserves atoms. For A ≥ 2 it also conserves bonds, since each chain has N − 1; at A = 0 the product side is a single chain with one bond more. With t = (D−B)/(D−A),

B+1 = t(A+1) + (1−t)(D+1)
C+1 = (1−t)(A+1) + t(D+1).

The balance gives the second line (`e2`), and the strict inequalities give 0 < t < 1. Applying convexity twice and adding,

f(B+1) + f(C+1) < f(A+1) + f(D+1),

and the closed form reverses the sign. Evenness of D follows from the balance.

Without the balance, A = 2, B = 4, C = D = 6 is a counterexample. Allowing A = B or B = D leaves the same two chains on both sides, hence equality.

```lean
/-- Let `A`, `B`, `C` be even chain lengths with `A + D = B + C` and `A < B < D`. Converting
chains `B` and `C` into the shorter chain `A` and the longer chain `D` lowers the pi energy. -/
theorem disproportionation_lowers {A B C D : ℕ} (hA : Even A) (hB : Even B) (hC : Even C)
    (hAB : A < B) (hBD : B < D) (h : A + D = B + C) :
    piEnergy A + piEnergy D < piEnergy B + piEnergy C := by
  have hD : Even D := by
    obtain ⟨a, ha⟩ := hA
    obtain ⟨b, hb⟩ := hB
    obtain ⟨c, hc⟩ := hC
    exact ⟨b + c - a, by omega⟩
  have hR : (A : ℝ) + D = B + C := by exact_mod_cast h
  have h1 : (A : ℝ) < B := by exact_mod_cast hAB
  have h2 : (B : ℝ) < D := by exact_mod_cast hBD
  have hpos : (0 : ℝ) < (D : ℝ) - A := by linarith
  -- B and C are mirrored convex combinations of A and D
  obtain ⟨t, ht⟩ : ∃ t : ℝ, t = ((D : ℝ) - B) / (D - A) := ⟨_, rfl⟩
  have htm : t * ((D : ℝ) - A) = D - B := by rw [ht]; exact div_mul_cancel₀ _ hpos.ne'
  have ht0 : 0 < t := by rw [ht]; exact div_pos (by linarith) hpos
  have ht1 : 0 < 1 - t := by
    have : t < 1 := by rw [ht, div_lt_one hpos]; linarith
    linarith
  have mA : (A : ℝ) + 1 ∈ Set.Ici (1 : ℝ) :=
    Set.mem_Ici.2 (by linarith [Nat.cast_nonneg (α := ℝ) A])
  have mD : (D : ℝ) + 1 ∈ Set.Ici (1 : ℝ) :=
    Set.mem_Ici.2 (by linarith [Nat.cast_nonneg (α := ℝ) D])
  have hne : (A : ℝ) + 1 ≠ D + 1 := by intro e; linarith
  have c1 := chainCosecant_strictConvex.2 mA mD hne ht0 ht1 (by ring)
  have c2 := chainCosecant_strictConvex.2 mA mD hne ht1 ht0 (by ring)
  simp only [smul_eq_mul] at c1 c2
  have e1 : t * ((A : ℝ) + 1) + (1 - t) * (D + 1) = B + 1 := by linear_combination -htm
  have e2 : (1 - t) * ((A : ℝ) + 1) + t * (D + 1) = C + 1 := by linear_combination htm + hR
  rw [e1] at c1
  rw [e2] at c2
  rw [piEnergy_eq hA, piEnergy_eq hB, piEnergy_eq hC, piEnergy_eq hD]
  linarith
```

Setting B = C = N+2 gives the symmetric case, including N = 0.

```lean
/-- Two equal polyenes with `N + 2` atoms, `N` even, have a higher total pi energy than the
pair of chains with `N` and `N + 4` atoms. -/
theorem equal_chains_disproportionate {N : ℕ} (hN : Even N) :
    piEnergy N + piEnergy (N + 4) < 2 * piEnergy (N + 2) := by
  have h2 : Even (N + 2) := hN.add even_two
  have h := disproportionation_lowers (D := N + 4) hN h2 h2 (by omega) (by omega) (by omega)
  linarith

end

end PolyeneDisproportionation
```

## The residual in a Hückel calculation

Diagonalising the four-site matrix gives occupied levels −1.618 and −0.618, hence E(4) = −4.472. The six-site levels −1.802, −1.247 and −0.445 give E(6) = −6.988. The reaction energy is −0.044|β|.

An error that is constant per atom and per bond cancels from this difference. A change δ in |β| does not: it shifts each butadiene π energy by −4.472δ and the reaction energy by −0.044δ. In this non-interacting model, most of the absolute error due to β therefore cancels from this reaction energy, while the relative error is unchanged. What remains is a finite-length effect: both sides have two chains, so a constant energy per chain end would cancel too.

```lean
#print axioms PolyeneDisproportionation.secular_equations
#print axioms PolyeneDisproportionation.equal_chains_disproportionate
```

```
'PolyeneDisproportionation.secular_equations' depends on axioms: [propext, Classical.choice, Quot.sound]
'PolyeneDisproportionation.equal_chains_disproportionate' depends on axioms: [propext, Classical.choice, Quot.sound]
```
